# Conducting sphere in a uniform field: the potential as a limit of image charges

A grounded metal sphere of radius R, centred at the origin, sits between two distant point charges, Q at −Du and −Q at Du, where u is a unit vector. With Q = ED²/2, in Gaussian units, the field of the pair at the centre is Eu, and I let D → ∞ to make it uniform. Each charge has an image in the sphere: −QR/D at −(R²/D)u and QR/D at (R²/D)u.

What bothers me is that everything diverges. At a point r outside the sphere, each source contributes a potential of size about ED/2 and each image one of about EDR/(2‖r‖). I am told that what remains is −E⟨r,u⟩(1 − R³/‖r‖³), with ⟨r,u⟩ the scalar product. How can I be sure that no finite piece is lost when such large terms cancel?

## What survives the cancellation

In both pairs the single potentials grow like D, while the relative difference between the two distances shrinks like 1/D. The product is finite, and an exact identity extracts it without any series expansion.

For vectors a and b with a + b ≠ 0 and a − b ≠ 0, write N₊ = ‖a + b‖ and N₋ = ‖a − b‖. Then

1/N₊ − 1/N₋ = (N₋ − N₊)/(N₊N₋) = (N₋² − N₊²)/(N₊N₋(N₊ + N₋)),

and since N₋² − N₊² = −4⟨a,b⟩,

1/N₊ − 1/N₋ = −4⟨a,b⟩/(N₊N₋(N₊ + N₋)).

Now replace b by tb with t ≠ 0 and divide by t. The factor t in the numerator cancels. If t → 0, a → a₀ ≠ 0 and b → b₀, both distances tend to ‖a₀‖, so

(1/‖a + tb‖ − 1/‖a − tb‖)/t → −4⟨a₀,b₀⟩/(2‖a₀‖³) = −2⟨a₀,b₀⟩/‖a₀‖³.

This is the point-dipole limit, and it serves for both pairs. Let x be the observation point, which may itself move towards r, and put t = 1/D.

For the sources, ‖x ± Du‖ = D‖u ± tx‖, so their potential is

(ED²/2)(1/‖x + Du‖ − 1/‖x − Du‖) = (E/2)(1/‖u + tx‖ − 1/‖u − tx‖)/t.

With a = u and b = x the limit is (E/2)(−2⟨u,r⟩) = −E⟨r,u⟩, the potential of the uniform field.

For the images, the charge is QR/D = EDR/2 and the displacement is (R²/D)u = tR²u, so their potential is

−(ER/2)(1/‖x + tR²u‖ − 1/‖x − tR²u‖)/t.

With a = x and b = R²u the limit is −(ER/2)(−2R²⟨r,u⟩/‖r‖³) = ER³⟨r,u⟩/‖r‖³. The image pair has dipole moment (EDR/2)(2R²/D) = ER³ at every D: its charges grow in proportion as its extent shrinks. Adding the two limits gives

−E⟨r,u⟩(1 − R³/‖r‖³).

The images are the right ones because, for D > R, they lie inside the sphere and keep its surface at zero potential before any limit is taken. For ‖r‖ = R,

‖r + (R²/D)u‖² = R² + 2(R²/D)⟨r,u⟩ + R⁴/D² = (R/D)²‖r + Du‖².

The image at −(R²/D)u is therefore nearer than its source by the factor R/D, and its charge is smaller by the same factor and opposite in sign. The two potentials cancel. Replacing u by −u gives the same cancellation for the other source and its image.

The tempting shortcut is to set both source distances equal to D because r is negligible beside it. That gives zero field: the neglected difference in 1/distance is of order 1/D², and the charge multiplies it by D².

Here is the same argument in Lean 4 with Mathlib.

```lean
import Mathlib

open Filter Topology

namespace ConductingSphereImages

noncomputable section

variable {V : Type*} [NormedAddCommGroup V] [InnerProductSpace ℝ V]

/-- Coulomb potential at `x` of a point charge `q` at `s`, in Gaussian units, for `x ≠ s`. -/
def pointPotential (q : ℝ) (s x : V) : ℝ := q / ‖x - s‖

/-- Potential at `x` of the charges `E D² / 2` at `-D u` and `-E D² / 2` at `D u`,
for `x` away from both charges. -/
def sourcePotential (E D : ℝ) (u x : V) : ℝ :=
  pointPotential (E * D ^ 2 / 2) (-(D • u)) x + pointPotential (-(E * D ^ 2 / 2)) (D • u) x

/-- Potential at `x` of the image charges `-Q R / D` at `-(R² / D) u` and `Q R / D` at
`(R² / D) u`, where `Q = E D² / 2`, for `D ≠ 0` and `x` away from both images. -/
def imagePotential (E R D : ℝ) (u x : V) : ℝ :=
  pointPotential (-(E * D ^ 2 / 2 * R / D)) (-((R ^ 2 / D) • u)) x
    + pointPotential (E * D ^ 2 / 2 * R / D) ((R ^ 2 / D) • u) x

/-- Total potential of the two sources and their two images, for `D ≠ 0` and `x` away from
all four charges. -/
def totalPotential (E R D : ℝ) (u x : V) : ℝ :=
  sourcePotential E D u x + imagePotential E R D u x

/-- The potential at `a` of charges `1` at `-b` and `-1` at `b`, written as a single fraction, when
`a` is at neither charge. -/
theorem inverse_distance_difference (a b : V) (h₁ : a + b ≠ 0) (h₂ : a - b ≠ 0) :
    1 / ‖a + b‖ - 1 / ‖a - b‖
      = -4 * inner ℝ a b / (‖a + b‖ * ‖a - b‖ * (‖a + b‖ + ‖a - b‖)) := by
  have hp : 0 < ‖a + b‖ := norm_pos_iff.mpr h₁
  have hq : 0 < ‖a - b‖ := norm_pos_iff.mpr h₂
  have hne := (mul_pos (mul_pos hp hq) (add_pos hp hq)).ne'
  rw [div_sub_div _ _ hp.ne' hq.ne', div_eq_div_iff (mul_pos hp hq).ne' hne]
  -- the squared distances differ by four times the inner product
  linear_combination (‖a + b‖ * ‖a - b‖) * (norm_sub_sq_real a b - norm_add_sq_real a b)

/-- Point-dipole limit: for `a → a₀ ≠ 0`, `b → b₀` and nonzero `t → 0`, the potential at `a` of
charges `1 / t` at `-t b` and `-1 / t` at `t b` tends to `-2 ⟨a₀, b₀⟩ / ‖a₀‖³`. -/
theorem tendsto_dipole {ι : Type*} {l : Filter ι} {a b : ι → V} {t : ι → ℝ} {a₀ b₀ : V}
    (ha₀ : a₀ ≠ 0) (ha : Tendsto a l (𝓝 a₀)) (hb : Tendsto b l (𝓝 b₀))
    (ht : Tendsto t l (𝓝 0)) (ht₀ : ∀ᶠ i in l, t i ≠ 0) :
    Tendsto (fun i => (1 / ‖a i + t i • b i‖ - 1 / ‖a i - t i • b i‖) / t i) l
      (𝓝 (-2 * inner ℝ a₀ b₀ / ‖a₀‖ ^ 3)) := by
  have hp : Tendsto (fun i => a i + t i • b i) l (𝓝 a₀) := by
    simpa using ha.add (ht.smul hb)
  have hm : Tendsto (fun i => a i - t i • b i) l (𝓝 a₀) := by
    simpa using ha.sub (ht.smul hb)
  have hn : 0 < ‖a₀‖ := norm_pos_iff.mpr ha₀
  have hi : Tendsto (fun i => inner ℝ (a i) (b i)) l (𝓝 (inner ℝ a₀ b₀)) := ha.inner hb
  have hlim := (hi.const_mul (-4)).div
    ((hp.norm.mul hm.norm).mul (hp.norm.add hm.norm))
    (mul_pos (mul_pos hn hn) (add_pos hn hn)).ne'
  have heq : -2 * inner ℝ a₀ b₀ / ‖a₀‖ ^ 3
      = -4 * inner ℝ a₀ b₀ / (‖a₀‖ * ‖a₀‖ * (‖a₀‖ + ‖a₀‖)) := by
    rw [div_eq_div_iff (by positivity) (by positivity)]
    ring
  rw [heq]
  refine hlim.congr' ?_
  filter_upwards [ht₀, hp.eventually_ne ha₀, hm.eventually_ne ha₀] with i h₀ h₁ h₂
  rw [inverse_distance_difference _ _ h₁ h₂, real_inner_smul_right, div_right_comm]
  -- the separation cancels against the strength of the charges
  have hc : -4 * (t i * inner ℝ (a i) (b i)) / t i = -4 * inner ℝ (a i) (b i) := by
    rw [div_eq_iff h₀]
    ring
  rw [hc]
  rfl

/-- For a unit vector `u`, the potential of the two sources tends to the uniform-field potential
`-E ⟨r, u⟩` as `D → ∞` and the observation point tends to `r`. -/
theorem tendsto_sourcePotential (E : ℝ) {u : V} (hu : ‖u‖ = 1) (r : V) :
    Tendsto (fun p : ℝ × V => sourcePotential E p.1 u p.2) (atTop ×ˢ 𝓝 r)
      (𝓝 (-E * inner ℝ r u)) := by
  have hD : Tendsto (fun p : ℝ × V => p.1) (atTop ×ˢ 𝓝 r) atTop := tendsto_fst
  have hx : Tendsto (fun p : ℝ × V => p.2) (atTop ×ˢ 𝓝 r) (𝓝 r) := tendsto_snd
  have ht : Tendsto (fun p : ℝ × V => p.1⁻¹) (atTop ×ˢ 𝓝 r) (𝓝 0) :=
    tendsto_inv_atTop_zero.comp hD
  have hu₀ : u ≠ 0 := norm_pos_iff.mp (by rw [hu]; exact one_pos)
  have h := (tendsto_dipole (a := fun _ => u) hu₀ tendsto_const_nhds hx ht
    ((hD.eventually_gt_atTop 0).mono fun p hp => inv_ne_zero hp.ne')).const_mul (E / 2)
  have heq : E / 2 * (-2 * inner ℝ u r / ‖u‖ ^ 3) = -E * inner ℝ r u := by
    rw [hu, real_inner_comm r u]
    ring
  rw [heq] at h
  refine h.congr' ?_
  filter_upwards [hD.eventually_gt_atTop 0] with p hp
  -- scale the large distance out of both norms
  have h₁ : ‖p.2 - -(p.1 • u)‖ = p.1 * ‖u + p.1⁻¹ • p.2‖ := by
    have e : p.2 - -(p.1 • u) = p.1 • (u + p.1⁻¹ • p.2) := by
      rw [smul_add, smul_inv_smul₀ hp.ne']
      abel
    rw [e, norm_smul, Real.norm_of_nonneg hp.le]
  have h₂ : ‖p.2 - p.1 • u‖ = p.1 * ‖u - p.1⁻¹ • p.2‖ := by
    have e : p.2 - p.1 • u = -(p.1 • (u - p.1⁻¹ • p.2)) := by
      rw [smul_sub, smul_inv_smul₀ hp.ne']
      abel
    rw [e, norm_neg, norm_smul, Real.norm_of_nonneg hp.le]
  unfold sourcePotential pointPotential
  rw [h₁, h₂]
  generalize ‖u + p.1⁻¹ • p.2‖ = A
  generalize ‖u - p.1⁻¹ • p.2‖ = B
  have hq : p.1 * p.1⁻¹ = 1 := mul_inv_cancel₀ hp.ne'
  simp only [div_inv_eq_mul]
  linear_combination (-(E / 2 * (1 / A - 1 / B) * p.1)) * hq

/-- For `r ≠ 0`, the potential of the two images tends to the dipole potential
`E R³ ⟨r, u⟩ / ‖r‖³` as `D → ∞` and the observation point tends to `r`. -/
theorem tendsto_imagePotential (E R : ℝ) (u : V) {r : V} (hr : r ≠ 0) :
    Tendsto (fun p : ℝ × V => imagePotential E R p.1 u p.2) (atTop ×ˢ 𝓝 r)
      (𝓝 (E * R ^ 3 * inner ℝ r u / ‖r‖ ^ 3)) := by
  have hD : Tendsto (fun p : ℝ × V => p.1) (atTop ×ˢ 𝓝 r) atTop := tendsto_fst
  have hx : Tendsto (fun p : ℝ × V => p.2) (atTop ×ˢ 𝓝 r) (𝓝 r) := tendsto_snd
  have ht : Tendsto (fun p : ℝ × V => p.1⁻¹) (atTop ×ˢ 𝓝 r) (𝓝 0) :=
    tendsto_inv_atTop_zero.comp hD
  have h := (tendsto_dipole (b := fun _ => R ^ 2 • u) hr hx tendsto_const_nhds ht
    ((hD.eventually_gt_atTop 0).mono fun p hp => inv_ne_zero hp.ne')).const_mul (-(E * R / 2))
  have heq : -(E * R / 2) * (-2 * inner ℝ r (R ^ 2 • u) / ‖r‖ ^ 3)
      = E * R ^ 3 * inner ℝ r u / ‖r‖ ^ 3 := by
    rw [real_inner_smul_right]
    ring
  rw [heq] at h
  refine h.congr' ?_
  filter_upwards [hD.eventually_gt_atTop 0] with p hp
  have h₁ : p.2 - -((R ^ 2 / p.1) • u) = p.2 + p.1⁻¹ • (R ^ 2 • u) := by
    rw [smul_smul, sub_neg_eq_add, div_eq_inv_mul]
  have h₂ : p.2 - (R ^ 2 / p.1) • u = p.2 - p.1⁻¹ • (R ^ 2 • u) := by
    rw [smul_smul, div_eq_inv_mul]
  unfold imagePotential pointPotential
  rw [h₁, h₂]
  generalize ‖p.2 + p.1⁻¹ • (R ^ 2 • u)‖ = A
  generalize ‖p.2 - p.1⁻¹ • (R ^ 2 • u)‖ = B
  have hq : p.1 * p.1⁻¹ = 1 := mul_inv_cancel₀ hp.ne'
  simp only [div_inv_eq_mul]
  linear_combination (E * R / 2 * (1 / A - 1 / B) * p.1) * hq

/-- Conducting sphere in a uniform field: for a unit vector `u` and `r ≠ 0`, the total potential
of sources and images tends to `-E ⟨r, u⟩ (1 - R³ / ‖r‖³)` as `D → ∞` and the observation point
tends to `r`. -/
theorem tendsto_totalPotential (E R : ℝ) {u r : V} (hu : ‖u‖ = 1) (hr : r ≠ 0) :
    Tendsto (fun p : ℝ × V => totalPotential E R p.1 u p.2) (atTop ×ˢ 𝓝 r)
      (𝓝 (-E * inner ℝ r u * (1 - R ^ 3 / ‖r‖ ^ 3))) := by
  have heq : -E * inner ℝ r u * (1 - R ^ 3 / ‖r‖ ^ 3)
      = -E * inner ℝ r u + E * R ^ 3 * inner ℝ r u / ‖r‖ ^ 3 := by ring
  rw [heq]
  exact (tendsto_sourcePotential E hu r).add (tendsto_imagePotential E R u hr)

/-- For a unit vector `u` and `R, D > 0`, the distance from a point `r` of the sphere `‖r‖ = R` to
`-(R² / D) u` is `R / D` times its distance to `-D u`. -/
theorem image_distance {R D : ℝ} (hR : 0 < R) (hD : 0 < D) {u r : V}
    (hu : ‖u‖ = 1) (hr : ‖r‖ = R) :
    ‖r + (R ^ 2 / D) • u‖ = R / D * ‖r + D • u‖ := by
  have hq : D * D⁻¹ = 1 := mul_inv_cancel₀ hD.ne'
  refine (sq_eq_sq₀ (norm_nonneg _) (by positivity)).mp ?_
  simp only [mul_pow, norm_add_sq_real, real_inner_smul_right, norm_smul, hu, hr,
    Real.norm_eq_abs, sq_abs, mul_one]
  linear_combination
    (-(R ^ 2 * (1 + D * D⁻¹) + 2 * R ^ 2 * D⁻¹ * inner ℝ r u)) * hq

/-- For a unit vector `u` and sources outside the sphere, `0 < R < D`, the total potential
vanishes at every point of the sphere `‖r‖ = R`. -/
theorem totalPotential_eq_zero_on_sphere (E : ℝ) {R D : ℝ} (hR : 0 < R) (hRD : R < D)
    {u r : V} (hu : ‖u‖ = 1) (hr : ‖r‖ = R) : totalPotential E R D u r = 0 := by
  have hD : 0 < D := hR.trans hRD
  have hc : R / D ≠ 0 := (div_pos hR hD).ne'
  have h₁ := image_distance hR hD hu hr
  have h₂ := image_distance hR hD (u := -u) (by rw [norm_neg, hu]) hr
  simp only [smul_neg, ← sub_eq_add_neg] at h₂
  -- each image cancels its own source
  have e : ∀ q A : ℝ, q * R / D / (R / D * A) = q / A := by
    intro q A
    rw [mul_div_assoc, mul_comm q, mul_div_mul_left _ _ hc]
  unfold totalPotential sourcePotential imagePotential pointPotential
  simp only [sub_neg_eq_add, h₁, h₂, neg_div, e]
  ring

end

end ConductingSphereImages
```

```lean
#print axioms ConductingSphereImages.tendsto_totalPotential
-- 'ConductingSphereImages.tendsto_totalPotential' depends on axioms: [propext, Classical.choice, Quot.sound]
#print axioms ConductingSphereImages.totalPotential_eq_zero_on_sphere
-- 'ConductingSphereImages.totalPotential_eq_zero_on_sphere' depends on axioms: [propext, Classical.choice, Quot.sound]
```

## What the theorems say about the sphere

`V` is any real inner-product space, and `inner ℝ r u` is ⟨r,u⟩. The function `pointPotential q s x` is q/‖x − s‖, the Coulomb potential in Gaussian units of a charge q at s. The electrostatic reading belongs to three dimensions; elsewhere the theorems still hold, but for a 1/distance potential that does not solve Laplace's equation there. The letter `D` is a distance, not the electric displacement, and `E` is a signed number, the field component along u.

The main result, `tendsto_totalPotential`, assumes ‖u‖ = 1 and r ≠ 0. Its filter `atTop ×ˢ 𝓝 r` lets D grow while x approaches r, with no relation imposed between the two rates: the total potential is as close as desired to the stated value once D is large enough and x near enough to r. Holding x fixed at r is a special case. The limit holds for every real `R`; a sphere needs R > 0, and the formula describes its surroundings only for ‖r‖ ≥ R.

The moving point gives r ≠ 0 its force. Take r = 0 with E, R > 0, and let x = (2R²/D)u. The distances to the images are 3R²/D and R²/D, so the image potential is

−(EDR/2)(D/(3R²) − D/R²) = ED²/(3R),

which diverges, while the source potential tends to 0. Had x been fixed at the origin, symmetry would have made the total zero for every D and hidden the failure.

`totalPotential_eq_zero_on_sphere` states that for 0 < R < D the total potential vanishes wherever ‖r‖ = R. Passing from these four charges to a real conductor takes one more step, the uniqueness of the electrostatic potential outside the sphere with given sources and boundary values. In that outer region it identifies the field of the induced surface charge with that of the images, and it is used here as known physics.

The dipole moment ER³ corresponds to a polarisability R³, a classical reference value for small metal clusters in electronic-structure work, within a model that has a sharp, perfectly conducting surface and no quantum spill-out of the electrons.

## From the identity to the limit in Lean

`inverse_distance_difference` is the exact identity. After the fractions are cleared, `linear_combination` supplies the expansions of ‖a − b‖² and ‖a + b‖², whose difference is −4⟨a,b⟩.

`tendsto_dipole` is the point-dipole limit. The facts `hp` and `hm` say that a + tb and a − tb both tend to a₀, and `hlim` takes the limit of the single fraction by continuity, which is legitimate because its denominator tends to 2‖a₀‖³ > 0. The step `hlim.congr'` then replaces that fraction by the original difference quotient. They need to agree only eventually, and `filter_upwards` collects the conditions for this: t ≠ 0 and neither distance zero.

In the next two theorems `p` is the pair of distance and observation point, so `p.1` is D and `p.2` is x. `tendsto_sourcePotential` applies the dipole limit with a constantly u and multiplies by E/2; its steps `h₁` and `h₂` scale D out of the two distances. `tendsto_imagePotential` applies the same limit with b constantly R²u and multiplies by −ER/2. Each ends with a `linear_combination` that uses D·D⁻¹ = 1 to match the powers of D. `tendsto_totalPotential` adds the two limits after splitting the target value into its uniform and dipole parts.

`image_distance` proves the ratio R/D by comparing squares, as in the calculation above. `totalPotential_eq_zero_on_sphere` uses it for u and for −u; the auxiliary equation `e` cancels the factor R/D between image charge and image distance, and `ring` adds up the four remaining terms to zero.

So no finite piece is lost. The large terms are combined into one fraction before the limit is taken, and that fraction has a finite limit for each pair.
